# The Hartree energy of the SCF residual bounds that of the density error when the kernel is positive semidefinite and the output opposes the potential

A density is a real vector $x$ with one component for each element of a finite index set $\iota$, for example the sites of a lattice model. In Lean it has type `ι → ℝ`. The pairing $\langle a,b\rangle=\sum_i a_i b_i$ is written `a ⬝ᵥ b`, and the product of a matrix $K$ with a vector $z$ is `K *ᵥ z`.

```lean
import Mathlib

open Matrix

namespace HartreeResidualBound

noncomputable section

variable {ι : Type*} [Fintype ι]
```

The matrix $K$ is the interaction kernel, so $Kx$ is the Hartree potential of the density $x$. The Hartree energy of a density or density difference $z$ is

$$E(z)=\tfrac12\langle z,Kz\rangle .$$

```lean
/-- The Hartree energy `⟨z, K z⟩ / 2` of a density (or density difference) `z` with
interaction kernel `K`. -/
def hartreeEnergy (K : Matrix ι ι ℝ) (z : ι → ℝ) : ℝ :=
  1 / 2 * (z ⬝ᵥ K *ᵥ z)
```

An SCF map $g$ takes an input density $x$ to an output density $g(x)$. Its residual at $x$ is $g(x)-x$, and a self-consistent density is a fixed point, $g(p)=p$. The error of $x$ is $x-p$.

The next definition is a condition on $g$. It says that when the input changes, the output density does not move, on balance, towards where the Hartree potential has risen:

$$\langle K(x-y),\,g(x)-g(y)\rangle\le 0\quad\text{for all }x,y .$$

```lean
/-- The output density opposes changes of the Hartree potential:
`⟨K (x - y), g x - g y⟩ ≤ 0` for all input densities `x` and `y`. -/
def OpposesPotential (K : Matrix ι ι ℝ) (g : (ι → ℝ) → (ι → ℝ)) : Prop :=
  ∀ x y, (K *ᵥ (x - y)) ⬝ᵥ (g x - g y) ≤ 0
```

The next definition describes a mean-field step. The output $g(x)$ minimises $F(m)+\langle v+Kx,m\rangle$ over a set $S$ of admissible densities $m$, where $v$ is the external potential and $F$ an internal energy. For non-interacting electrons in the mean field, $F(m)$ can be the lowest kinetic energy compatible with $m$, and $S$ the set of densities that states with the given electron number can have.

```lean
/-- `g` is a Hartree SCF map: for each input density `x`, the output `g x` minimises the
internal energy `F m` plus the energy of `m` in the potential `v + K x`, over the set `S` of
admissible densities. -/
def IsHartreeMap (S : Set (ι → ℝ)) (F : (ι → ℝ) → ℝ) (v : ι → ℝ)
    (K : Matrix ι ι ℝ) (g : (ι → ℝ) → (ι → ℝ)) : Prop :=
  ∀ x, g x ∈ S ∧ ∀ m ∈ S,
    F (g x) + (v + K *ᵥ x) ⬝ᵥ g x ≤ F m + (v + K *ᵥ x) ⬝ᵥ m
```

Nothing is assumed about the convexity or smoothness of $F$. The definition does require an exact minimiser for every real vector $x$, including inputs outside $S$. The input density enters only through the linear term $Kx$, so an exchange–correlation potential that depends nonlinearly on the input density does not fit this form. The existence of a self-consistent density is a hypothesis wherever $p$ appears.

In the Lean statements, `K.IsHermitian` means that the real matrix $K$ is symmetric. `K.PosSemidef` and `K.PosDef` include this symmetry.

## (a) The energy of a difference of densities

Let $K$ be symmetric. Show that the Hartree energy of a difference is the sum of the two energies minus the mutual interaction:

$$E(d-e)=E(d)+E(e)-\langle Ke,d\rangle .$$

**Solution.** Expanding the quadratic form gives

$$E(d-e)=E(d)+E(e)-\tfrac12\langle d,Ke\rangle-\tfrac12\langle e,Kd\rangle .$$

By symmetry, $\langle e,Kd\rangle=\langle Ke,d\rangle=\langle d,Ke\rangle$, so the two cross terms add up to $-\langle Ke,d\rangle$.

In the proof, `hs` is the symmetry of the cross terms, the `simp only` call expands the quadratic form, and `linear_combination` inserts `hs` with the factor $-\tfrac12$.

```lean
/-- For a symmetric kernel, the Hartree energy of a difference is the sum of the two energies
minus their mutual interaction. -/
theorem hartreeEnergy_sub {K : Matrix ι ι ℝ} (hK : K.IsHermitian) (d e : ι → ℝ) :
    hartreeEnergy K (d - e) =
      hartreeEnergy K d + hartreeEnergy K e - (K *ᵥ e) ⬝ᵥ d := by
  have hT : Kᵀ = K := by
    rw [← conjTranspose_eq_transpose_of_trivial]
    exact hK
  -- the mutual interaction is symmetric
  have hs : e ⬝ᵥ K *ᵥ d = d ⬝ᵥ K *ᵥ e := by
    calc e ⬝ᵥ K *ᵥ d = (e ᵥ* K) ⬝ᵥ d := Matrix.dotProduct_mulVec e K d
      _ = (Kᵀ *ᵥ e) ⬝ᵥ d := by rw [Matrix.mulVec_transpose]
      _ = d ⬝ᵥ K *ᵥ e := by rw [hT, dotProduct_comm]
  rw [dotProduct_comm (K *ᵥ e) d]
  simp only [hartreeEnergy, Matrix.mulVec_sub, dotProduct_sub, sub_dotProduct]
  linear_combination (-1 / 2) * hs
```

## (b) Differences without positive energy

Let $K$ be positive definite. Show that

$$E(z)\le 0\ \Longrightarrow\ z=0 .$$

**Solution.** If $z\ne0$, positive definiteness gives $\langle z,Kz\rangle>0$, hence $E(z)>0$, which contradicts the assumption.

The Lean proof is the same argument by contradiction. Mathlib states positivity with a complex conjugation, which `star_trivial` removes for real vectors.

```lean
/-- With a positive definite kernel, only the zero density difference has a Hartree energy
that is not positive. -/
theorem eq_zero_of_hartreeEnergy_nonpos {K : Matrix ι ι ℝ} (hK : K.PosDef) {z : ι → ℝ}
    (hz : hartreeEnergy K z ≤ 0) : z = 0 := by
  by_contra hne
  have h := hK.dotProduct_mulVec_pos hne
  rw [star_trivial] at h
  unfold hartreeEnergy at hz
  linarith
```

## (c) The variational principle fixes the sign of the response

Let $g(x)$ minimise $F(m)+\langle v+Kx,m\rangle$ over $S$ for every $x$. Show that $g$ opposes changes of the Hartree potential:

$$\langle K(x-y),\,g(x)-g(y)\rangle\le 0 .$$

**Solution.** Use $g(y)$ as a trial density in the problem for $x$, and $g(x)$ as a trial density in the problem for $y$:

$$F(g(x))+\langle v+Kx,g(x)\rangle\le F(g(y))+\langle v+Kx,g(y)\rangle,$$

$$F(g(y))+\langle v+Ky,g(y)\rangle\le F(g(x))+\langle v+Ky,g(x)\rangle .$$

When the two lines are added, the values of $F$ and the terms with $v$ cancel. What remains is

$$\langle Kx,g(x)-g(y)\rangle-\langle Ky,g(x)-g(y)\rangle\le0,$$

which is the claim. The argument needs no symmetry or definiteness of $K$.

The two comparisons are `h1` and `h2`, and the final `linarith` adds them.

```lean
/-- The variational principle makes the output density of every Hartree SCF map oppose
changes of the Hartree potential. -/
theorem IsHartreeMap.opposesPotential {S : Set (ι → ℝ)} {F : (ι → ℝ) → ℝ} {v : ι → ℝ}
    {K : Matrix ι ι ℝ} {g : (ι → ℝ) → (ι → ℝ)} (h : IsHartreeMap S F v K g) :
    OpposesPotential K g := by
  intro x y
  -- use each output density as a trial density for the other potential
  have h1 := (h x).2 (g y) (h y).1
  have h2 := (h y).2 (g x) (h x).1
  simp only [add_dotProduct] at h1 h2
  simp only [Matrix.mulVec_sub, sub_dotProduct, dotProduct_sub]
  linarith
```

## (d) The sum of two energies is at most the energy of the residual difference

Let $K$ be symmetric and let $g$ oppose the potential. Show that for any two inputs

$$E(x-y)+E(g(x)-g(y))\le E\big((g(x)-x)-(g(y)-y)\big).$$

**Solution.** Put $d=g(x)-g(y)$ and $e=x-y$. The difference of the residuals is $d-e$, so part (a) gives

$$E(d-e)=E(d)+E(e)-\langle K(x-y),g(x)-g(y)\rangle .$$

The pairing is at most zero by assumption, so subtracting it cannot lower the right-hand side. Therefore $E(d-e)\ge E(d)+E(e)$.

In Lean, `e` is the name of the identity that regroups the residuals. Part (a) is then rewritten in, and `hg x y` supplies the sign.

```lean
/-- For a symmetric kernel and an output density that opposes the potential, the Hartree
energies of the input difference and of the output difference add up to at most that of the
difference of the residuals. -/
theorem energy_add_le_residual {K : Matrix ι ι ℝ} (hK : K.IsHermitian)
    {g : (ι → ℝ) → (ι → ℝ)} (hg : OpposesPotential K g) (x y : ι → ℝ) :
    hartreeEnergy K (x - y) + hartreeEnergy K (g x - g y) ≤
      hartreeEnergy K ((g x - x) - (g y - y)) := by
  have e : (g x - x) - (g y - y) = (g x - g y) - (x - y) := by abel
  rw [e, hartreeEnergy_sub hK (g x - g y) (x - y)]
  linarith [hg x y]
```

## (e) The residual bounds the error

Let $K$ be positive semidefinite, let $g$ oppose the potential, and let $g(p)=p$. Show that for every density $x$

$$E(x-p)\le E(g(x)-x).$$

**Solution.** Set $y=p$ in part (d). The residual at $p$ vanishes and $g(p)=p$, so

$$E(x-p)+E(g(x)-p)\le E(g(x)-x).$$

The second term on the left is nonnegative because $K$ is positive semidefinite. Dropping it gives the bound.

The inequality for $y=p$ is `h` after the rewriting with `hp`, and `h1` is the nonnegativity of the dropped term. The hypotheses put no limit on how strongly $g$ may amplify density differences.

```lean
/-- Let the kernel be symmetric positive semidefinite and let the output density oppose the
potential. Then the Hartree energy of the error `x - p` from a self-consistent density `p` is
at most that of the residual `g x - x`. -/
theorem error_le_residual {K : Matrix ι ι ℝ} (hK : K.PosSemidef)
    {g : (ι → ℝ) → (ι → ℝ)} (hg : OpposesPotential K g) {p : ι → ℝ} (hp : g p = p)
    (x : ι → ℝ) : hartreeEnergy K (x - p) ≤ hartreeEnergy K (g x - x) := by
  have h := energy_add_le_residual hK.isHermitian hg x p
  rw [hp, sub_self, sub_zero] at h
  have h0 := hK.dotProduct_mulVec_nonneg (g x - p)
  rw [star_trivial] at h0
  have h1 : 0 ≤ hartreeEnergy K (g x - p) := by
    unfold hartreeEnergy
    linarith
  linarith
```

## (f) When error and residual have equal energy

Let $K$ now be positive definite, with the other assumptions of part (e) unchanged. Show that

$$E(x-p)=E(g(x)-x)\iff g(x)=p .$$

**Solution.** Suppose the energies are equal. The inequality displayed in the solution of part (e) then leaves $E(g(x)-p)\le0$, and part (b) gives $g(x)=p$.

Conversely, if $g(x)=p$, the residual is $p-x=-(x-p)$. The Hartree energy is quadratic and does not change under $z\mapsto-z$, so the two energies agree.

Equality thus means that one full SCF step from $x$ reaches the self-consistent density. The two directions are the two bullets after `constructor`.

```lean
/-- For a positive definite kernel and an output density that opposes the potential, error
and residual have equal Hartree energy exactly when one SCF step from `x` lands on the
self-consistent density `p`. -/
theorem error_eq_residual_iff {K : Matrix ι ι ℝ} (hK : K.PosDef)
    {g : (ι → ℝ) → (ι → ℝ)} (hg : OpposesPotential K g) {p : ι → ℝ} (hp : g p = p)
    (x : ι → ℝ) : hartreeEnergy K (x - p) = hartreeEnergy K (g x - x) ↔ g x = p := by
  constructor
  · intro heq
    have h := energy_add_le_residual hK.isHermitian hg x p
    rw [hp, sub_self, sub_zero] at h
    -- no energy is left for the output error
    exact sub_eq_zero.mp (eq_zero_of_hartreeEnergy_nonpos hK (by linarith))
  · intro hx
    rw [hx, ← neg_sub x p]
    simp only [hartreeEnergy, Matrix.mulVec_neg, dotProduct_neg, neg_dotProduct, neg_neg]
```

## (g) At most one self-consistent density

Let $K$ be positive definite and let $g$ oppose the potential. Show that

$$g(p)=p\ \text{ and }\ g(q)=q\ \Longrightarrow\ q=p .$$

**Solution.** Apply part (e) to the density $x=q$. Its residual is zero, so $E(q-p)\le E(0)=0$, and part (b) gives $q=p$.

Positive semidefiniteness is not enough here. On one or more sites with $K=0$, the identity map opposes the potential and leaves every density fixed.

In the Lean proof, `h` is the error bound and `h0` says that the residual at $q$ has zero energy.

```lean
/-- For a positive definite kernel and an output density that opposes the potential, there is
at most one self-consistent density. -/
theorem selfConsistent_unique {K : Matrix ι ι ℝ} (hK : K.PosDef)
    {g : (ι → ℝ) → (ι → ℝ)} (hg : OpposesPotential K g) {p q : ι → ℝ}
    (hp : g p = p) (hq : g q = q) : q = p := by
  have h := error_le_residual hK.posSemidef hg hp q
  have h0 : hartreeEnergy K (g q - q) = 0 := by
    rw [hq, sub_self]
    simp [hartreeEnergy]
  exact sub_eq_zero.mp (eq_zero_of_hartreeEnergy_nonpos hK (by linarith))
```

## (h) The bound for mean-field minimisation

Let $g$ be a Hartree SCF map in the variational sense of part (c), let $K$ be positive semidefinite, and let $g(p)=p$. Show that the sign condition need not be assumed separately:

$$g(x)\in\operatorname*{arg\,min}_{m\in S}\big[F(m)+\langle v+Kx,m\rangle\big]\ \text{for all }x\ \Longrightarrow\ E(x-p)\le E(g(x)-x)\ \text{for all }x .$$

**Solution.** Part (c) shows that $g$ opposes the potential, and part (e) then applies. The Lean proof is this composition in a single term.

For a finite-dimensional Hartree model that has a positive semidefinite kernel and a self-consistent density, and whose mean-field problem is solved exactly for every input, the computable residual therefore gives an upper bound on the unknown density error, measured in Hartree energy.

```lean
/-- For every Hartree SCF map with a symmetric positive semidefinite kernel, the Hartree energy
of the residual bounds that of the error from a self-consistent density. -/
theorem IsHartreeMap.error_le_residual {S : Set (ι → ℝ)} {F : (ι → ℝ) → ℝ} {v : ι → ℝ}
    {K : Matrix ι ι ℝ} {g : (ι → ℝ) → (ι → ℝ)} (h : IsHartreeMap S F v K g)
    (hK : K.PosSemidef) {p : ι → ℝ} (hp : g p = p) (x : ι → ℝ) :
    hartreeEnergy K (x - p) ≤ hartreeEnergy K (g x - x) :=
  HartreeResidualBound.error_le_residual hK h.opposesPotential hp x
```

## (i) A two-site model that amplifies a density difference

Label two sites $0$ and $1$, and take on-site repulsion $2$ and inter-site repulsion $1$:

$$K=\begin{pmatrix}2&1\\1&2\end{pmatrix}.$$

```lean
/-- A two-site interaction kernel with on-site repulsion 2 and inter-site repulsion 1. -/
def modelKernel : Matrix (Fin 2) (Fin 2) ℝ := !![2, 1; 1, 2]
```

With the external potential $v=(-4,-4)$, let the SCF map be $g(x)=-(v+Kx)$.

```lean
/-- The two-site SCF map `x ↦ -(v + K x)` with external potential `v = (-4, -4)`. -/
def modelMap (x : Fin 2 → ℝ) : Fin 2 → ℝ := -(![-4, -4] + modelKernel *ᵥ x)
```

Show that $K$ is positive definite, that $g$ is the Hartree SCF map for $F(m)=\tfrac12\langle m,m\rangle$ with every real vector admissible, and that $(1,1)$ is self-consistent. Show also that one SCF step enlarges the Hartree energy of a density difference:

$$E\big(g(2,2)-g(1,1)\big)=9\,E\big((2,2)-(1,1)\big).$$

**Solution.** The quadratic form is a sum of squares,

$$\langle x,Kx\rangle=x_0^2+x_1^2+(x_0+x_1)^2,$$

which is positive unless $x_0=x_1=0$.

For the minimisation, write $w=v+Kx$ and complete the square:

$$\tfrac12\langle m,m\rangle+\langle w,m\rangle=\tfrac12\langle m+w,m+w\rangle-\tfrac12\langle w,w\rangle .$$

The minimum lies at $m=-w=g(x)$.

In components, $g(x)=(4-2x_0-x_1,\;4-x_0-2x_1)$. Hence $g(1,1)=(1,1)$ and $g(2,2)=(-2,-2)$. The input difference $(1,1)$ becomes the output difference $(-3,-3)$. Since $E(z)=z_0^2+z_0z_1+z_1^2$, its energy rises from $3$ to $27$.

The map is therefore not a contraction in the Hartree energy, although it satisfies all the hypotheses of the error bound. This is an algebraic toy model, in which densities need neither be nonnegative nor have a fixed electron number: $g(2,2)$ has negative components, and the inputs $(1,1)$ and $(2,2)$ have different totals.

In the proof, `hmap` and `hE` are the component formulas for $g$ and $E$. The four bullets after `refine` treat the four claims in order. In the second one, `key` is the completed square, which `nlinarith` obtains from the squares of $m_0+w_0$ and $m_1+w_1$.

```lean
/-- The two-site model has a positive definite kernel, is the Hartree SCF map of the internal
energy `⟨m, m⟩ / 2`, and has the self-consistent density `(1, 1)`. One SCF step multiplies the
Hartree energy of the difference between `(2, 2)` and `(1, 1)` by nine. -/
theorem model_witness :
    modelKernel.PosDef ∧
    IsHartreeMap Set.univ (fun m => 1 / 2 * (m ⬝ᵥ m)) ![-4, -4] modelKernel modelMap ∧
    modelMap ![1, 1] = ![1, 1] ∧
    hartreeEnergy modelKernel (modelMap ![2, 2] - modelMap ![1, 1]) =
      9 * hartreeEnergy modelKernel (![2, 2] - ![1, 1]) := by
  -- the SCF map and the Hartree energy in components
  have hmap : ∀ x : Fin 2 → ℝ,
      modelMap x = ![4 - 2 * x 0 - x 1, 4 - x 0 - 2 * x 1] := by
    intro x
    ext i
    fin_cases i <;>
      simp [modelMap, modelKernel, dotProduct, Fin.sum_univ_two] <;> ring
  have hE : ∀ z : Fin 2 → ℝ,
      hartreeEnergy modelKernel z = (z 0) ^ 2 + z 0 * z 1 + (z 1) ^ 2 := by
    intro z
    simp [hartreeEnergy, modelKernel, Matrix.mulVec, dotProduct, Fin.sum_univ_two]
    ring
  refine ⟨?_, ?_, ?_, ?_⟩
  · rw [posDef_iff_dotProduct_mulVec]
    refine ⟨?_, ?_⟩
    · ext i j
      fin_cases i <;> fin_cases j <;> simp [modelKernel]
    · intro x hx
      have hne : x 0 ≠ 0 ∨ x 1 ≠ 0 := by
        by_contra h
        rw [not_or, not_not, not_not] at h
        apply hx
        ext i
        fin_cases i
        · exact h.1
        · exact h.2
      -- the quadratic form is a sum of squares
      have e : star x ⬝ᵥ (modelKernel *ᵥ x) =
          (x 0) ^ 2 + (x 1) ^ 2 + (x 0 + x 1) ^ 2 := by
        simp [modelKernel, Matrix.mulVec, dotProduct, Fin.sum_univ_two]
        ring
      rw [e]
      rcases hne with h | h <;> positivity
  · -- complete the square in the trial density
    have key : ∀ w m : Fin 2 → ℝ,
        1 / 2 * ((-w) ⬝ᵥ (-w)) + w ⬝ᵥ (-w) ≤ 1 / 2 * (m ⬝ᵥ m) + w ⬝ᵥ m := by
      intro w m
      simp only [dotProduct, Fin.sum_univ_two, Pi.neg_apply]
      nlinarith [sq_nonneg (m 0 + w 0), sq_nonneg (m 1 + w 1)]
    intro x
    exact ⟨Set.mem_univ _, fun m _ => key _ m⟩
  · rw [hmap]
    ext i
    fin_cases i <;> norm_num
  · rw [hE, hE, hmap, hmap]
    simp only [Pi.sub_apply]
    norm_num

end

end HartreeResidualBound
```

```lean
#print axioms HartreeResidualBound.error_le_residual
#print axioms HartreeResidualBound.error_eq_residual_iff
#print axioms HartreeResidualBound.selfConsistent_unique
```

```
'HartreeResidualBound.error_le_residual' depends on axioms: [propext, Classical.choice, Quot.sound]
'HartreeResidualBound.error_eq_residual_iff' depends on axioms: [propext, Classical.choice, Quot.sound]
'HartreeResidualBound.selfConsistent_unique' depends on axioms: [propext, Classical.choice, Quot.sound]
```
